# Inside the hydrogenic 3p node: over 95% of the $r^{-3}$ integral, under 12% of the charge

Start with the hydrogenic 2p function, which has no node at positive radius. In atomic units, with nuclear charge $Z$ and reduced radius $x = Zr$, its radial function is proportional to $x e^{-x/2}$. The charge density $R^2r^2$ then goes as $x^4e^{-x}$, and the density of the $r^{-3}$ integral as $x e^{-x}$. Since $-(1+x)e^{-x}$ is a primitive of $xe^{-x}$, the fraction of the $r^{-3}$ integral inside $x$ is

$$1-(1+x)e^{-x}.$$

At $x=4$ this is about 0.91, while the charge fraction there is only about 0.37. Each fraction is one minus a polynomial times $e^{-x}$, and the weight $r^{-3}$ moves the integral inwards. The problems below treat 3p in the same way. Its reduced radius is $x = 2Zr/3$, and on this scale its node lies at $x=4$.

## The 3p function and its two densities

In atomic units, for nuclear charge $Z$, put $k = 2Z/3$ and $x = kr$. The unnormalised radial function is $R(r) = x(1-x/4)e^{-x/2}$.

```lean
import Mathlib

open MeasureTheory Set Filter Topology Polynomial

namespace FieldGradient3p

noncomputable section

/-- The unnormalised hydrogenic 3p radial function for nuclear charge `Z`, in atomic units;
the reduced radius is `x = 2 Z r / 3`. -/
def radial3p (Z r : ℝ) : ℝ :=
  (2 * Z / 3 * r) * (1 - (2 * Z / 3 * r) / 4) * Real.exp (-(2 * Z / 3 * r) / 2)
```

The function $u = rR$ will be tested in the radial Schrödinger equation.

```lean
/-- The reduced radial function `r R(r)`. -/
def reducedRadial3p (Z r : ℝ) : ℝ := r * radial3p Z r
```

The charge density is $R^2r^2$. Dividing it by $r^3$ gives the density whose integral sets the radial size of the electric field gradient that a p electron produces at the nucleus.

```lean
/-- The radial charge density `R² r²`. -/
def chargeDensity (Z r : ℝ) : ℝ := radial3p Z r ^ 2 * r ^ 2

/-- The radial density of the `r⁻³` integral that governs the electric field gradient. -/
def efgDensity (Z r : ℝ) : ℝ := radial3p Z r ^ 2 * r ^ 2 / r ^ 3
```

At $r=0$ Lean's division by zero gives `efgDensity` the value 0, which is also its limit there.

The enclosed fraction is the integral from 0 to $c$ over the integral on the half-line. The normalisation constant of $R$ cancels in it.

```lean
/-- The fraction of the integral of a radial density that comes from radii below `c`. -/
def fractionWithin (f : ℝ → ℝ) (c : ℝ) : ℝ :=
  (∫ r in (0 : ℝ)..c, f r) / ∫ r in Ioi (0 : ℝ), f r
```

The model is one non-relativistic electron around a point nucleus. The angular factor of the field gradient, the response of other electrons and relativistic corrections are absent.

## (a) The derivative of a cubic times an exponential

Differentiate $(br+cr^2+dr^3)e^{-kr/2}$ for real constants $b,c,d,k$.

The product rule gives

$$\left[b+2cr+3dr^2-\tfrac k2(br+cr^2+dr^3)\right]e^{-kr/2}.$$

The Lean proof assembles the same derivative from those of the monomials and the exponential. `HasDerivAt` states both that the derivative exists and what it is.

```lean
/-- Derivative of a cubic without constant term times the exponential `exp(-kr/2)`. -/
theorem hasDerivAt_cubic_exp (k b c d r : ℝ) :
    HasDerivAt (fun r : ℝ => (b * r + c * r ^ 2 + d * r ^ 3) * Real.exp (-(k * r) / 2))
      ((b + 2 * c * r + 3 * d * r ^ 2 - k / 2 * (b * r + c * r ^ 2 + d * r ^ 3))
        * Real.exp (-(k * r) / 2)) r := by
  have h1 : HasDerivAt (fun r : ℝ => b * r) (b * 1) r := (hasDerivAt_id' r).const_mul b
  have h2 : HasDerivAt (fun r : ℝ => r ^ 2) (2 * r) r := by simpa using hasDerivAt_pow 2 r
  have h3 : HasDerivAt (fun r : ℝ => r ^ 3) (3 * r ^ 2) r := by simpa using hasDerivAt_pow 3 r
  have he : HasDerivAt (fun r : ℝ => Real.exp (-(k * r) / 2))
      (Real.exp (-(k * r) / 2) * (-(k * 1) / 2)) r :=
    (((hasDerivAt_id' r).const_mul k).fun_neg.div_const 2).exp
  exact (((h1.fun_add (h2.const_mul c)).fun_add (h3.const_mul d)).fun_mul he).congr_deriv
    (by ring)
```

## (b) The radial Schrödinger equation with $l=1$

Show that, for $r>0$,

$$-\tfrac12u''+\left(\tfrac1{r^2}-\tfrac Zr\right)u=-\tfrac{Z^2}{18}u.$$

The term $1/r^2$ is the centrifugal term $l(l+1)/(2r^2)$ at $l=1$, and $-Z^2/18$ is the energy $-Z^2/(2n^2)$ at $n=3$. Write $u=(kr^2-\tfrac{k^2}4r^3)e^{-kr/2}$ and apply (a) twice:

$$u'=\left(2kr-\tfrac{5k^2}4r^2+\tfrac{k^3}8r^3\right)e^{-kr/2},$$

$$u''=\left(2k-\tfrac{7k^2}2r+k^3r^2-\tfrac{k^4}{16}r^3\right)e^{-kr/2}.$$

The equation requires $u''=(2/r^2-2Z/r+Z^2/9)u$. With $Z=3k/2$ the bracket is $2/r^2-3k/r+k^2/4$, and multiplying it by $kr^2-\tfrac{k^2}4r^3$ gives the polynomial in $u''$.

In Lean, `hu` and `h1` are the formulas for $u$ and $u'$. The exponential is then replaced by a symbol `E`, which leaves an algebraic identity for `field_simp` and `ring`. The identity holds for every real $Z$.

```lean
/-- At positive radius the reduced radial function solves the radial Schrödinger equation of a
one-electron atom with `l = 1` and energy `-Z²/18`. -/
theorem radial_schrodinger (Z : ℝ) {r : ℝ} (hr : 0 < r) :
    -(1 / 2) * deriv (deriv (reducedRadial3p Z)) r + (1 / r ^ 2 - Z / r) * reducedRadial3p Z r
      = -(Z ^ 2 / 18) * reducedRadial3p Z r := by
  have hu : reducedRadial3p Z = fun r : ℝ =>
      (0 * r + (2 * Z / 3) * r ^ 2 + (-(2 * Z / 3) ^ 2 / 4) * r ^ 3)
        * Real.exp (-(2 * Z / 3 * r) / 2) := by
    funext s
    simp only [reducedRadial3p, radial3p]
    ring
  have h1 : deriv (reducedRadial3p Z) = fun r : ℝ =>
      ((2 * (2 * Z / 3)) * r + (-5 * (2 * Z / 3) ^ 2 / 4) * r ^ 2 + ((2 * Z / 3) ^ 3 / 8) * r ^ 3)
        * Real.exp (-(2 * Z / 3 * r) / 2) := by
    funext s
    rw [hu]
    exact ((hasDerivAt_cubic_exp _ _ _ _ s).congr_deriv (by ring)).deriv
  rw [h1, (hasDerivAt_cubic_exp _ _ _ _ r).deriv]
  simp only [reducedRadial3p, radial3p]
  generalize Real.exp (-(2 * Z / 3 * r) / 2) = E
  field_simp
  ring
```

## (c) The node at $r=6/Z$

For $Z>0$ and $r>0$, find all zeros of $R$.

The factors $x$ and $e^{-x/2}$ are non-zero, so $R=0$ exactly when $1-x/4=0$. This means $x=4$, or $r=4\cdot 3/(2Z)=6/Z$. The Lean proof splits the product into the same three factors.

```lean
/-- At positive radius the 3p radial function vanishes exactly at `r = 6 / Z`. -/
theorem node_iff {Z r : ℝ} (hZ : 0 < Z) (hr : 0 < r) : radial3p Z r = 0 ↔ r = 6 / Z := by
  have hx : 2 * Z / 3 * r ≠ 0 := by positivity
  rw [eq_div_iff hZ.ne']
  constructor
  · intro h
    rcases mul_eq_zero.1 h with h | h
    · rcases mul_eq_zero.1 h with h | h
      · exact absurd h hx
      · linear_combination (-6) * h
    · exact absurd h (Real.exp_ne_zero _)
  · intro h
    have h0 : 1 - (2 * Z / 3 * r) / 4 = 0 := by linear_combination (-1 / 6) * h
    rw [radial3p, h0, mul_zero, zero_mul]
```

## (d) Total and enclosed fraction from a primitive

Let $p$ be a polynomial with $p(0)=1$, let $A\neq0$ and $k>0$, and let

$$f(r)=Ak\,[p(kr)-p'(kr)]\,e^{-kr}$$

be non-negative for $r>0$. Find its total over the half-line and its enclosed fraction.

The function $F(r)=-A\,p(kr)e^{-kr}$ has derivative $f$. It equals $-A$ at the origin and tends to 0 at infinity, because the exponential beats any polynomial. Hence

$$\int_0^\infty f\,dr=A,\qquad \int_0^c f\,dr=A-A\,p(kc)e^{-kc},$$

and the fraction is $1-p(kc)e^{-kc}$ for $c\ge0$.

The condition $p(0)=1$ fixes the total. Take $p=2$ and $A=k=1$: then $f=2e^{-r}$ has total 2 instead of $A=1$, and its enclosed fraction is $1-e^{-c}$ instead of $1-2e^{-c}$.

In the proof, `hG` is the derivative of $F$ and `hlim` its limit. Non-negativity together with that limit gives integrability, `hint`. The fundamental theorem of calculus then gives both integrals.

```lean
/-- A non-negative density with primitive `-A p(kr) exp(-kr)`, where `p` is a polynomial with `p(0)
= 1`, `A ≠ 0` and `k > 0`, has total `A` and, for `c ≥ 0`, enclosed fraction `1 - p(kc) exp(-kc)`.
-/
theorem fraction_of_primitive (p : ℝ[X]) {f : ℝ → ℝ} {A k : ℝ} (hA : A ≠ 0) (hk : 0 < k)
    (hp : p.eval 0 = 1) (hpos : ∀ r ∈ Ioi (0 : ℝ), 0 ≤ f r)
    (hf : ∀ r, f r = A * k * (p.eval (k * r) - p.derivative.eval (k * r))
      * Real.exp (-(k * r))) :
    IntegrableOn f (Ioi 0) ∧ ∫ r in Ioi (0 : ℝ), f r = A ∧
      ∀ c, 0 ≤ c → fractionWithin f c = 1 - p.eval (k * c) * Real.exp (-(k * c)) := by
  have hG : ∀ r, HasDerivAt (fun r : ℝ => -A * (p.eval (k * r) * Real.exp (-(k * r))))
      (f r) r := by
    intro r
    have hx : HasDerivAt (fun r : ℝ => k * r) k r := by
      simpa using (hasDerivAt_id' r).const_mul k
    have h1 : HasDerivAt (fun r : ℝ => p.eval (k * r)) (p.derivative.eval (k * r) * k) r :=
      (p.hasDerivAt (k * r)).comp r hx
    have h2 : HasDerivAt (fun r : ℝ => Real.exp (-(k * r))) (Real.exp (-(k * r)) * (-k)) r :=
      hx.fun_neg.exp
    exact ((h1.fun_mul h2).const_mul (-A)).congr_deriv (by rw [hf]; ring)
  -- the exponential beats the polynomial at large radius
  have hlim : Tendsto (fun r : ℝ => -A * (p.eval (k * r) * Real.exp (-(k * r))))
      atTop (𝓝 0) := by
    have h := (p.tendsto_div_exp_atTop.comp (tendsto_id.const_mul_atTop hk)).const_mul (-A)
    rw [mul_zero] at h
    refine h.congr fun r => ?_
    simp [Real.exp_neg, div_eq_mul_inv]
  have hint : IntegrableOn f (Ioi 0) :=
    integrableOn_Ioi_deriv_of_nonneg' (fun r _ => hG r) hpos hlim
  have htot : ∫ r in Ioi (0 : ℝ), f r = A := by
    rw [integral_Ioi_of_hasDerivAt_of_nonneg' (fun r _ => hG r) hpos hlim]
    simp only [mul_zero, neg_zero, Real.exp_zero, hp]
    ring
  refine ⟨hint, htot, fun c hc => ?_⟩
  have hii : IntervalIntegrable f volume 0 c :=
    (intervalIntegrable_iff_integrableOn_Ioc_of_le hc).2 (hint.mono_set Ioc_subset_Ioi_self)
  rw [fractionWithin, htot, div_eq_iff hA,
    intervalIntegral.integral_eq_sub_of_hasDerivAt (fun r _ => hG r) hii]
  simp only [mul_zero, neg_zero, Real.exp_zero, hp]
  ring
```

## (e) The square of the radial function

Write $R^2$ in terms of $x$.

Squaring turns $e^{-x/2}$ into $e^{-x}$, so $R^2=x^2(1-x/4)^2e^{-x}$.

```lean
/-- The square of the 3p radial function in terms of the reduced radius. -/
theorem radial3p_sq (Z r : ℝ) : radial3p Z r ^ 2 =
    ((2 * Z / 3 * r) * (1 - (2 * Z / 3 * r) / 4)) ^ 2 * Real.exp (-(2 * Z / 3 * r)) := by
  have h : Real.exp (-(2 * Z / 3 * r) / 2) ^ 2 = Real.exp (-(2 * Z / 3 * r)) := by
    rw [← Real.exp_nat_mul]
    congr 1
    push_cast
    ring
  rw [radial3p, mul_pow, h]
```

## (f) The $r^{-3}$ integral at every radius

For $Z>0$, find the total of $R^2r^2/r^3$ and its fraction inside reduced radius $x$.

By (e) the density is $k\,q(x)e^{-x}$ with

$$q=x(1-x/4)^2=x-\tfrac12x^2+\tfrac1{16}x^3.$$

To use (d), solve $A(p-p')=q$. The solution is the sum of $q$ and all its derivatives, since subtracting the derivative of that sum leaves $q$:

$$Ap=q+q'+q''+q'''=\tfrac38+\tfrac38x-\tfrac5{16}x^2+\tfrac1{16}x^3.$$

So $A=3/8$ and $p=1+x-\tfrac56x^2+\tfrac16x^3$. The fraction is $1-p(x)e^{-x}$.

Lean is given $p$ and checks that $Ak(p-p')e^{-x}$ is the density, treating $r=0$ separately. The radius appears as `3 * x / (2 * Z)`, which is $x/k$.

```lean
/-- The `r⁻³` integral converges to `3/8`, and its fraction inside reduced radius `x` is
`1 - (1 + x - 5x²/6 + x³/6) exp(-x)`. -/
theorem efg_profile {Z : ℝ} (hZ : 0 < Z) :
    IntegrableOn (efgDensity Z) (Ioi 0) ∧ ∫ r in Ioi (0 : ℝ), efgDensity Z r = 3 / 8 ∧
      ∀ x, 0 ≤ x → fractionWithin (efgDensity Z) (3 * x / (2 * Z)) =
        1 - (1 + x - 5 / 6 * x ^ 2 + 1 / 6 * x ^ 3) * Real.exp (-x) := by
  let p : ℝ[X] := 1 + X - C (5 / 6) * X ^ 2 + C (1 / 6) * X ^ 3
  have he : ∀ x, p.eval x = 1 + x - 5 / 6 * x ^ 2 + 1 / 6 * x ^ 3 := by
    intro x
    simp [p]
  have hd : ∀ x, p.derivative.eval x = 1 - 5 / 3 * x + 1 / 2 * x ^ 2 := by
    intro x
    simp [p]
    ring
  obtain ⟨h1, h2, h3⟩ := fraction_of_primitive p (f := efgDensity Z) (A := 3 / 8)
    (k := 2 * Z / 3) (by norm_num) (by positivity) (by rw [he]; norm_num)
    (fun r hr => by
      have hr' : 0 < r := hr
      unfold efgDensity
      positivity)
    (fun r => by
      rw [he, hd, efgDensity, radial3p_sq]
      generalize Real.exp (-(2 * Z / 3 * r)) = E
      rcases eq_or_ne r 0 with rfl | hr
      · norm_num
      · field_simp
        ring)
  refine ⟨h1, h2, fun x hx => ?_⟩
  have hk : 2 * Z / 3 * (3 * x / (2 * Z)) = x := by field_simp
  rw [h3 _ (by positivity), hk, he]
```

## (g) The charge at every radius

Do the same for $R^2r^2$.

Since $r^2=x^2/k^2$, the density is $k^{-2}q(x)e^{-x}$, now with $q=x^4-\tfrac12x^5+\tfrac1{16}x^6$. Here (d) requires $Ak^3(p-p')=q$. Summing the derivatives of $q$ gives the constant term

$$4!-\tfrac12\,5!+\tfrac1{16}\,6!=24-60+45=9,$$

so $A=9/k^3=243/(8Z^3)$. Dividing the whole sum by 9 gives

$$p=1+x+\tfrac{x^2}2+\tfrac{x^3}6+\tfrac{x^4}{24}-\tfrac{x^5}{72}+\tfrac{x^6}{144}.$$

The Lean proof follows the pattern of (f).

```lean
/-- The charge integral converges to `243/(8Z³)`, and its fraction inside reduced radius `x` is
one minus an explicit sextic polynomial times `exp(-x)`. -/
theorem charge_profile {Z : ℝ} (hZ : 0 < Z) :
    IntegrableOn (chargeDensity Z) (Ioi 0) ∧
      ∫ r in Ioi (0 : ℝ), chargeDensity Z r = 243 / (8 * Z ^ 3) ∧
      ∀ x, 0 ≤ x → fractionWithin (chargeDensity Z) (3 * x / (2 * Z)) =
        1 - (1 + x + 1 / 2 * x ^ 2 + 1 / 6 * x ^ 3 + 1 / 24 * x ^ 4 - 1 / 72 * x ^ 5
          + 1 / 144 * x ^ 6) * Real.exp (-x) := by
  let p : ℝ[X] := 1 + X + C (1 / 2) * X ^ 2 + C (1 / 6) * X ^ 3 + C (1 / 24) * X ^ 4
    - C (1 / 72) * X ^ 5 + C (1 / 144) * X ^ 6
  have he : ∀ x, p.eval x = 1 + x + 1 / 2 * x ^ 2 + 1 / 6 * x ^ 3 + 1 / 24 * x ^ 4
      - 1 / 72 * x ^ 5 + 1 / 144 * x ^ 6 := by
    intro x
    simp [p]
  have hd : ∀ x, p.derivative.eval x = 1 + x + 1 / 2 * x ^ 2 + 1 / 6 * x ^ 3
      - 5 / 72 * x ^ 4 + 1 / 24 * x ^ 5 := by
    intro x
    simp [p]
    ring
  obtain ⟨h1, h2, h3⟩ := fraction_of_primitive p (f := chargeDensity Z)
    (A := 243 / (8 * Z ^ 3)) (k := 2 * Z / 3) (by positivity) (by positivity)
    (by rw [he]; norm_num)
    (fun r _ => by
      unfold chargeDensity
      positivity)
    (fun r => by
      rw [he, hd, chargeDensity, radial3p_sq]
      generalize Real.exp (-(2 * Z / 3 * r)) = E
      field_simp
      ring)
  refine ⟨h1, h2, fun x hx => ?_⟩
  have hk : 2 * Z / 3 * (3 * x / (2 * Z)) = x := by field_simp
  rw [h3 _ (by positivity), hk, he]
```

## (h) The mean value of $r^{-3}$

Find $\langle r^{-3}\rangle$ for the normalised 3p function with $Z>0$.

Dividing by the charge integral supplies the normalisation:

$$\langle r^{-3}\rangle=\frac{3/8}{243/(8Z^3)}=\frac{Z^3}{81}.$$

```lean
/-- The mean value of `r⁻³` in the hydrogenic 3p shell is `Z³/81` in atomic units. -/
theorem mean_inv_cube {Z : ℝ} (hZ : 0 < Z) :
    (∫ r in Ioi (0 : ℝ), efgDensity Z r) / (∫ r in Ioi (0 : ℝ), chargeDensity Z r)
      = Z ^ 3 / 81 := by
  rw [(efg_profile hZ).2.1, (charge_profile hZ).2.1, div_eq_iff (by positivity)]
  field_simp
  norm_num
```

## (i) The two fractions inside the node

For every $Z>0$, evaluate both fractions at $r=6/Z$ and bound them.

Put $x=4$. The polynomial in (f) becomes

$$1+4-\tfrac{40}3+\tfrac{32}3=\tfrac73,$$

and the one in (g) becomes

$$1+4+8+\tfrac{32}3+\tfrac{32}3-\tfrac{128}9+\tfrac{256}9=\tfrac{437}9.$$

The fractions are therefore $1-\tfrac73e^{-4}$ for the $r^{-3}$ integral and $1-\tfrac{437}9e^{-4}$ for the charge.

For the bounds, $2.7<e<2.72$ gives $50<e^4<55$. Then $\tfrac73e^{-4}<\tfrac7{150}<0.05$ and $\tfrac{437}9e^{-4}>\tfrac{437}{495}>0.88$, which give more than 0.95 and less than 0.12.

For hydrogen, $Z=1$, the node lies at 6 bohr. With $e^{-4}\approx0.018316$ the sphere inside it holds about 95.7% of the $r^{-3}$ integral and 11.1% of the charge.

In this one-electron model, the $r^{-3}$ integral thus comes mainly from the inner lobe, which a nodeless pseudo-orbital lacks.

In Lean, `e1` and `e2` are the exact fractions, `lo` and `hi` bound $e^4$, and `up` and `dn` carry those bounds over to $e^{-4}$.

```lean
/-- The sphere inside the 3p node `r = 6/Z` holds more than 95% of the `r⁻³` integral but less
than 12% of the charge, with the exact fractions as stated. -/
theorem fractions_inside_node {Z : ℝ} (hZ : 0 < Z) :
    (fractionWithin (efgDensity Z) (6 / Z) = 1 - 7 / 3 * Real.exp (-4) ∧
      0.95 < fractionWithin (efgDensity Z) (6 / Z)) ∧
    (fractionWithin (chargeDensity Z) (6 / Z) = 1 - 437 / 9 * Real.exp (-4) ∧
      fractionWithin (chargeDensity Z) (6 / Z) < 0.12) := by
  have hn : 3 * 4 / (2 * Z) = 6 / Z := by
    rw [div_eq_div_iff (by positivity) (by positivity)]
    ring
  have h1 := (efg_profile hZ).2.2 4 (by norm_num)
  have h2 := (charge_profile hZ).2.2 4 (by norm_num)
  rw [hn] at h1 h2
  have e1 : fractionWithin (efgDensity Z) (6 / Z) = 1 - 7 / 3 * Real.exp (-4) := by
    rw [h1]
    ring
  have e2 : fractionWithin (chargeDensity Z) (6 / Z) = 1 - 437 / 9 * Real.exp (-4) := by
    rw [h2]
    ring
  -- numerical bounds: 50 < e⁴ < 55
  have h4 : Real.exp 4 = Real.exp 1 ^ 4 := by
    rw [← Real.exp_nat_mul]
    norm_num
  have lo : 50 < Real.exp 4 := by
    have h : (2.7 : ℝ) ^ 4 ≤ Real.exp 1 ^ 4 :=
      pow_le_pow_left₀ (by norm_num) (by linarith [Real.exp_one_gt_d9]) 4
    rw [h4]
    norm_num at h ⊢
    linarith
  have hi : Real.exp 4 < 55 := by
    have h : Real.exp 1 ^ 4 ≤ (2.72 : ℝ) ^ 4 :=
      pow_le_pow_left₀ (Real.exp_pos 1).le (by linarith [Real.exp_one_lt_d9]) 4
    rw [h4]
    norm_num at h ⊢
    linarith
  have hm : Real.exp (-4) * Real.exp 4 = 1 := by
    rw [← Real.exp_add]
    norm_num
  have hp := Real.exp_pos (-4)
  have up : Real.exp (-4) < 1 / 50 := by nlinarith
  have dn : 1 / 55 < Real.exp (-4) := by nlinarith
  refine ⟨⟨e1, ?_⟩, ⟨e2, ?_⟩⟩
  · rw [e1]
    norm_num
    linarith
  · rw [e2]
    norm_num
    linarith

end

end FieldGradient3p
```

```lean
#print axioms FieldGradient3p.radial_schrodinger
-- 'FieldGradient3p.radial_schrodinger' depends on axioms: [propext, Classical.choice, Quot.sound]
#print axioms FieldGradient3p.node_iff
-- 'FieldGradient3p.node_iff' depends on axioms: [propext, Classical.choice, Quot.sound]
#print axioms FieldGradient3p.mean_inv_cube
-- 'FieldGradient3p.mean_inv_cube' depends on axioms: [propext, Classical.choice, Quot.sound]
#print axioms FieldGradient3p.fractions_inside_node
-- 'FieldGradient3p.fractions_inside_node' depends on axioms: [propext, Classical.choice, Quot.sound]
```
